# For $\hbar\neq0$, the Moyal algebra of polynomials in $q$ and $p$ has no proper nonzero two-sided ideals

## Can a nonzero observable be represented by zero?

A classical particle at rest at the origin of phase space assigns to each observable $f(q,p)$ the number $f(0,0)$. This assignment respects sums and products, yet it sends the nonzero observables $q$ and $p$ to zero. In quantum mechanics on phase space, the Moyal product replaces the pointwise product, and one can ask whether a representation may still lose observables in this way.

For polynomial observables of one degree of freedom and $\hbar\neq0$, it may not: every linear map to a nontrivial algebra that preserves products and the unit is injective. In particular, no linear assignment of matrices in a finite truncated basis to these polynomials can reproduce the unit and all Moyal products exactly, since the polynomials form an infinite-dimensional space.

## The product and its ideals

For $f,g\in\mathbb C[q,p]$ the Moyal product is

$$f\star g=\sum_{j,k\ge0}\frac{(i\hbar/2)^j(-i\hbar/2)^k}{j!\,k!}\,(\partial_q^j\partial_p^k f)(\partial_q^k\partial_p^j g).$$

The sum is finite, because $\partial_p^j g=0$ for $j>\deg g$ and $\partial_p^k f=0$ for $k>\deg f$.

A two-sided ideal is a complex subspace $J$ such that $g\star f$ and $f\star g$ lie in $J$ for every $f\in J$ and every observable $g$. The claim is that for $\hbar\neq0$ either $J=\{0\}$ or $J=\mathbb C[q,p]$.

## From commutators to the constant 1

If one factor is $q$, only orders zero and one survive:

$$q\star f=qf+\tfrac{i\hbar}{2}\partial_p f,\qquad f\star q=qf-\tfrac{i\hbar}{2}\partial_p f.$$

Subtracting, and doing the same for $p$, gives

$$q\star f-f\star q=i\hbar\,\partial_p f,\qquad p\star f-f\star p=-i\hbar\,\partial_q f.$$

If $f\in J$, the left sides lie in $J$. Dividing by $\pm i\hbar$ shows that $\partial_p f$ and $\partial_q f$ do too.

Now let $J$ contain some $f\neq0$. If one of its derivatives is nonzero, replace $f$ by that derivative, which has lower degree. This stops at a nonzero $f$ with both derivatives zero. The coefficient of $q^ap^b$ in $\partial_q f$ is $(a+1)f_{a+1,b}$, where $f_{a,b}$ is the coefficient of $q^ap^b$ in $f$, and similarly for $p$. All nonconstant coefficients therefore vanish, and $f=c\neq0$. Hence $1=c^{-1}c\in J$, and $g=g\star1\in J$ for every $g$.

For a linear map $\varphi$ to a nontrivial algebra that preserves products and the unit, $\varphi(f)=0$ implies $\varphi(g\star f)=\varphi(g)\varphi(f)=0$, and likewise for $f\star g$. The kernel is thus an ideal. It does not contain $1$, because $\varphi(1)=1\neq0$, so it is zero.

At $\hbar=0$ the product is pointwise. The observables vanishing at the origin form an ideal that contains $q$ but not $1$.

## How the Lean statements express this

`Obs` is the space of complex polynomials in two variables, with `X 0` for $q$ and `X 1` for $p$; `D 0` and `D 1` are the corresponding derivatives. The parameter `ħ` may be any complex number, which includes the physical positive values.

`moyal` cuts off each of the two sums at $\deg f+\deg g$, beyond which all terms vanish. `IsMoyalIdeal` is the ideal condition on a `Submodule`, and `moyal_simple` concludes `I = ⊥ ∨ I = ⊤`, zero or everything.

In `moyal_hom_injective` the target `A` is nontrivial and need not be associative. The map `φ` is assumed to be linear and to preserve the unit and products; the theorem does not construct such a map. Non-polynomial observables and several degrees of freedom are not covered.

```lean
import Mathlib

open MvPolynomial

namespace MoyalSimplicity

noncomputable section

/-- Polynomial observables on the phase plane, with `q = X 0` and `p = X 1`. -/
abbrev Obs := MvPolynomial (Fin 2) ℂ

/-- The phase-space derivatives: `D 0` is `∂/∂q` and `D 1` is `∂/∂p`. -/
def D (i : Fin 2) (f : Obs) : Obs := pderiv i f

/-- The term of the Moyal series with `j` factors `∂q ⊗ ∂p` and `k` factors `∂p ⊗ ∂q`. -/
def moyalTerm (ħ : ℂ) (f g : Obs) (j k : ℕ) : Obs :=
  ((Complex.I * ħ / 2) ^ j / (j.factorial : ℂ) *
    ((-(Complex.I * ħ / 2)) ^ k / (k.factorial : ℂ))) •
    ((D 0)^[j] ((D 1)^[k] f) * (D 0)^[k] ((D 1)^[j] g))

/-- The Moyal product of two polynomial observables, with each index summed from zero up to the sum
of their total degrees. -/
def moyal (ħ : ℂ) (f g : Obs) : Obs :=
  ∑ j ∈ Finset.range (f.totalDegree + g.totalDegree + 1),
    ∑ k ∈ Finset.range (f.totalDegree + g.totalDegree + 1), moyalTerm ħ f g j k

/-- A two-sided ideal of the Moyal algebra: a subspace stable under Moyal multiplication
by any observable from the left and from the right. -/
def IsMoyalIdeal (ħ : ℂ) (I : Submodule ℂ Obs) : Prop :=
  ∀ f ∈ I, ∀ g, moyal ħ g f ∈ I ∧ moyal ħ f g ∈ I

/-- The observables that vanish at the origin of phase space. -/
def vanishAtOrigin : Submodule ℂ Obs :=
  LinearMap.ker (aeval (0 : Fin 2 → ℂ) : Obs →ₐ[ℂ] ℂ).toLinearMap

/-- Differentiation lowers one exponent by one and multiplies by the old exponent. -/
theorem coeff_D (i : Fin 2) (f : Obs) (m : Fin 2 →₀ ℕ) :
    coeff m (D i f) = ((m i : ℂ) + 1) * coeff (m + Finsupp.single i 1) f := by
  unfold D
  refine MvPolynomial.induction_on' f (fun s a => ?_) (fun f g hf hg => ?_)
  · rw [pderiv_monomial, coeff_monomial, coeff_monomial]
    by_cases h : s = m + Finsupp.single i 1
    · subst h
      rw [add_tsub_cancel_right, if_pos rfl, if_pos rfl]
      simp [mul_comm]
    · rw [if_neg h, mul_zero]
      split_ifs with h'
      · have h0 : s i = 0 := by
          by_contra h0
          apply h
          rw [← h']
          exact (tsub_add_cancel_of_le
            (Finsupp.single_le_iff.2 (Nat.one_le_iff_ne_zero.2 h0))).symm
        simp [h0]
      · rfl
  · rw [map_add, coeff_add, coeff_add, hf, hg, mul_add]

/-- Differentiating an observable more often than its total degree gives zero. -/
theorem D_iterate_eq_zero (i : Fin 2) (f : Obs) (j : ℕ) (hj : f.totalDegree < j) :
    (D i)^[j] f = 0 := by
  have key : ∀ (j : ℕ) (f : Obs), (∀ m : Fin 2 →₀ ℕ, j ≤ m i → coeff m f = 0) →
      (D i)^[j] f = 0 := by
    intro j
    induction j with
    | zero =>
      intro f h
      ext m
      rw [Function.iterate_zero_apply, coeff_zero, h m (Nat.zero_le _)]
    | succ j ih =>
      intro f h
      rw [Function.iterate_succ_apply]
      apply ih
      intro m hm
      rw [coeff_D, h _ (by simpa using hm), mul_zero]
  apply key
  intro m hm
  by_contra h
  have h1 := le_totalDegree (mem_support_iff.2 h)
  rw [Finsupp.sum_fintype _ _ (fun _ => rfl), Fin.sum_univ_two] at h1
  have h2 : ∀ i : Fin 2, m i ≤ m 0 + m 1 :=
    Fin.forall_fin_two.2 ⟨by omega, by omega⟩
  have h3 := h2 i
  omega

/-- Every cutoff above the sum of the total degrees gives the same Moyal product. -/
theorem moyal_eq_sum (ħ : ℂ) (f g : Obs) (N : ℕ) (hN : f.totalDegree + g.totalDegree < N) :
    moyal ħ f g = ∑ j ∈ Finset.range N, ∑ k ∈ Finset.range N, moyalTerm ħ f g j k := by
  have hz : ∀ i k, (D i)^[k] 0 = 0 := fun i k => Function.iterate_fixed (by simp [D]) k
  refine (Finset.sum_subset (Finset.range_mono hN) ?_).trans
    (Finset.sum_congr rfl fun j _ => Finset.sum_subset (Finset.range_mono hN) ?_)
  · intro j _ hj
    rw [Finset.mem_range] at hj
    refine Finset.sum_eq_zero fun k _ => ?_
    rw [moyalTerm, D_iterate_eq_zero 1 g j (by omega), hz, mul_zero, smul_zero]
  · intro k _ hk
    rw [Finset.mem_range] at hk
    rw [moyalTerm, D_iterate_eq_zero 1 f k (by omega), hz, zero_mul, smul_zero]

/-- The Moyal commutators with position and momentum are derivatives:
`[q, f] = iħ ∂f/∂p` and `[p, f] = -iħ ∂f/∂q`. -/
theorem moyal_commutators (ħ : ℂ) (f : Obs) :
    moyal ħ (X 0) f - moyal ħ f (X 0) = (Complex.I * ħ) • D 1 f ∧
    moyal ħ (X 1) f - moyal ħ f (X 1) = (-(Complex.I * ħ)) • D 0 f := by
  have hz : ∀ i k, (D i)^[k] 0 = 0 := fun i k => Function.iterate_fixed (by simp [D]) k
  have h1 : ∀ i, D i 1 = 0 := fun i => by simp [D]
  have hd : ∀ i, D i 0 = 0 := fun i => by simp [D]
  have hs : ∀ i k (g : Obs), (D i)^[k + 1] g = (D i)^[k] (D i g) :=
    fun i k g => Function.iterate_succ_apply (D i) k g
  have hi : ∀ i (g : Obs), (D i)^[0] g = g := fun i g => Function.iterate_zero_apply (D i) g
  obtain ⟨c, hc⟩ : ∃ c, Complex.I * ħ / 2 = c := ⟨_, rfl⟩
  have hcc : c + c = Complex.I * ħ := by rw [← hc, add_halves]
  -- for `x` of degree one only the terms of order zero and one survive
  have key : ∀ x u v : Obs, x.totalDegree = 1 → D 0 x = u → D 1 x = v →
      (∀ i, D i u = 0) → (∀ i, D i v = 0) →
      moyal ħ x f - moyal ħ f x = (c + c) • (u * D 1 f - v * D 0 f) := by
    intro x u v hx hxu hxv hu hv
    obtain ⟨n, hn⟩ : ∃ n, f.totalDegree = n := ⟨_, rfl⟩
    have e1 : x.totalDegree + f.totalDegree + 1 = n + 1 + 1 := by omega
    have e2 : f.totalDegree + x.totalDegree + 1 = n + 1 + 1 := by omega
    simp only [moyal, moyalTerm, e1, e2, hc, Finset.sum_range_succ', hs, hi, hz, hd,
      hxu, hxv, hu, hv, mul_zero, zero_mul, smul_zero, Finset.sum_const_zero, add_zero]
    simp only [zero_add, pow_zero, pow_one, Nat.factorial_zero, Nat.factorial_one,
      Nat.cast_one, mul_one, one_mul, div_one, one_smul, smul_eq_C_mul, map_add, map_neg]
    ring
  have h00 : D 0 (X 0) = 1 := by unfold D; exact pderiv_X_self 0
  have h11 : D 1 (X 1) = 1 := by unfold D; exact pderiv_X_self 1
  have h01 : D 0 (X 1) = 0 := by unfold D; exact pderiv_X_of_ne (by decide)
  have h10 : D 1 (X 0) = 0 := by unfold D; exact pderiv_X_of_ne (by decide)
  constructor
  · rw [key (X 0) 1 0 (totalDegree_X 0) h00 h10 h1 hd, one_mul, zero_mul, sub_zero, hcc]
  · rw [key (X 1) 0 1 (totalDegree_X 1) h01 h11 hd h1, one_mul, zero_mul, zero_sub, hcc,
      smul_neg, neg_smul]

/-- The constant observable `1` is a right unit of the Moyal product. -/
theorem moyal_one (ħ : ℂ) (g : Obs) : moyal ħ g 1 = g := by
  have hz : ∀ i k, (D i)^[k] 0 = 0 := fun i k => Function.iterate_fixed (by simp [D]) k
  have hc : ∀ i, D i 1 = 0 := fun i => by simp [D]
  have hd : ∀ i, D i 0 = 0 := fun i => by simp [D]
  simp only [moyal, moyalTerm, totalDegree_one, add_zero, Finset.sum_range_succ',
    Function.iterate_succ_apply, Function.iterate_zero_apply, hz, hc, hd, mul_zero, smul_zero,
    Finset.sum_const_zero]
  simp

/-- A subspace of observables that is closed under both phase-space derivatives and
has a nonzero element contains the constant `1`. -/
theorem one_mem_of_D_closed (I : Submodule ℂ Obs) (hD : ∀ f ∈ I, ∀ i, D i f ∈ I)
    (f : Obs) (hf : f ∈ I) (hf0 : f ≠ 0) : (1 : Obs) ∈ I := by
  -- induction on a strict bound for the total degree
  have key : ∀ (n : ℕ) (f : Obs), f ∈ I → f ≠ 0 →
      (∀ m : Fin 2 →₀ ℕ, n ≤ m 0 + m 1 → coeff m f = 0) → (1 : Obs) ∈ I := by
    intro n
    induction n with
    | zero =>
      intro f _ h0 h
      exact absurd (by ext m; rw [h m (Nat.zero_le _), coeff_zero]) h0
    | succ n ih =>
      intro f hf h0 h
      by_cases hd : ∃ i, D i f ≠ 0
      · obtain ⟨i, hi⟩ := hd
        refine ih (D i f) (hD f hf i) hi fun m hm => ?_
        have hs : ∀ i : Fin 2, n + 1 ≤ (m + Finsupp.single i 1 : Fin 2 →₀ ℕ) 0
            + (m + Finsupp.single i 1 : Fin 2 →₀ ℕ) 1 :=
          Fin.forall_fin_two.2 ⟨by simp; omega, by simp; omega⟩
        rw [coeff_D, h _ (hs i), mul_zero]
      · -- both derivatives vanish, so `f` is a nonzero constant
        have hd' : ∀ i, D i f = 0 := fun i => by
          by_contra hi
          exact hd ⟨i, hi⟩
        obtain ⟨c, rfl⟩ : ∃ c, f = C c := by
          refine ⟨coeff 0 f, ?_⟩
          ext m
          by_cases hm : m = 0
          · subst hm
            simp
          · obtain ⟨i, hi⟩ := Finsupp.ne_iff.1 hm
            have e : m - Finsupp.single i 1 + Finsupp.single i 1 = m :=
              tsub_add_cancel_of_le
                (Finsupp.single_le_iff.2 (Nat.one_le_iff_ne_zero.2 (by simpa using hi)))
            have h1 := coeff_D i f (m - Finsupp.single i 1)
            rw [hd' i, e, coeff_zero] at h1
            rw [coeff_C, if_neg (Ne.symm hm)]
            exact (mul_eq_zero.1 h1.symm).resolve_left (Nat.cast_add_one_ne_zero _)
        have hc : c ≠ 0 := by
          rintro rfl
          exact h0 C_0
        have h1 : c⁻¹ • (C c : Obs) = 1 := by
          rw [smul_eq_C_mul, ← C_mul, inv_mul_cancel₀ hc, C_1]
        rw [← h1]
        exact I.smul_mem _ hf
  refine key (f.totalDegree + 1) f hf hf0 fun m hm => ?_
  by_contra h
  have h1 := le_totalDegree (mem_support_iff.2 h)
  rw [Finsupp.sum_fintype _ _ (fun _ => rfl), Fin.sum_univ_two] at h1
  omega

/-- For nonzero `ħ` the only two-sided ideals of the Moyal algebra are zero and
the whole algebra. -/
theorem moyal_simple {ħ : ℂ} (hħ : ħ ≠ 0) (I : Submodule ℂ Obs) (hI : IsMoyalIdeal ħ I) :
    I = ⊥ ∨ I = ⊤ := by
  by_cases hb : I = ⊥
  · exact Or.inl hb
  right
  obtain ⟨f, hf, hf0⟩ := Submodule.exists_mem_ne_zero_of_ne_bot hb
  have ha : Complex.I * ħ ≠ 0 := mul_ne_zero Complex.I_ne_zero hħ
  -- commutators with `q` and `p` keep us in the ideal, hence so do derivatives
  have hD : ∀ f ∈ I, ∀ i, D i f ∈ I := by
    intro f hf
    obtain ⟨hq, hp⟩ := moyal_commutators ħ f
    have mq := I.sub_mem (hI f hf (X 0)).1 (hI f hf (X 0)).2
    have mp := I.sub_mem (hI f hf (X 1)).1 (hI f hf (X 1)).2
    rw [hq] at mq
    rw [hp] at mp
    exact Fin.forall_fin_two.2
      ⟨(I.smul_mem_iff (neg_ne_zero.2 ha)).1 mp, (I.smul_mem_iff ha).1 mq⟩
  have h1 := one_mem_of_D_closed I hD f hf hf0
  refine Submodule.eq_top_iff'.2 fun g => ?_
  have h2 := (hI 1 h1 g).1
  rwa [moyal_one] at h2

/-- For nonzero `ħ`, every linear map from the Moyal algebra to a nontrivial complex algebra,
associative or not, that preserves products and the unit is injective. -/
theorem moyal_hom_injective {ħ : ℂ} (hħ : ħ ≠ 0) {A : Type*} [NonAssocRing A] [Module ℂ A]
    [Nontrivial A] (φ : Obs →ₗ[ℂ] A) (hone : φ 1 = 1)
    (hmul : ∀ f g, φ (moyal ħ f g) = φ f * φ g) : Function.Injective φ := by
  have hI : IsMoyalIdeal ħ (LinearMap.ker φ) := by
    intro f hf g
    rw [LinearMap.mem_ker] at hf
    constructor
    · rw [LinearMap.mem_ker, hmul, hf, mul_zero]
    · rw [LinearMap.mem_ker, hmul, hf, zero_mul]
  rcases moyal_simple hħ _ hI with h | h
  · exact LinearMap.ker_eq_bot.1 h
  · have h1 : (1 : Obs) ∈ LinearMap.ker φ := by
      rw [h]
      exact Submodule.mem_top
    rw [LinearMap.mem_ker, hone] at h1
    exact absurd h1 one_ne_zero

/-- At `ħ = 0` the observables vanishing at the origin of phase space form a two-sided ideal
that is neither zero nor the whole algebra. -/
theorem classical_not_simple :
    IsMoyalIdeal 0 vanishAtOrigin ∧ vanishAtOrigin ≠ ⊥ ∧ vanishAtOrigin ≠ ⊤ := by
  have h : ∀ f g, moyal 0 f g = f * g := fun f g => by
    simp [moyal, moyalTerm, Finset.sum_range_succ']
  refine ⟨fun f hf g => ?_, fun hb => ?_, fun ht => ?_⟩
  · have hf' : aeval (0 : Fin 2 → ℂ) f = 0 := hf
    rw [h, h]
    constructor
    · change aeval (0 : Fin 2 → ℂ) (g * f) = 0
      rw [map_mul, hf', mul_zero]
    · change aeval (0 : Fin 2 → ℂ) (f * g) = 0
      rw [map_mul, hf', zero_mul]
  · have hx : (X 0 : Obs) ∈ vanishAtOrigin := by
      change aeval (0 : Fin 2 → ℂ) (X 0 : Obs) = 0
      rw [aeval_X]
      rfl
    rw [hb] at hx
    exact X_ne_zero 0 ((Submodule.mem_bot ℂ).1 hx)
  · have h1 : (1 : Obs) ∈ vanishAtOrigin := by
      rw [ht]
      exact Submodule.mem_top
    have h2 : aeval (0 : Fin 2 → ℂ) (1 : Obs) = 0 := h1
    rw [map_one] at h2
    exact one_ne_zero h2

end

end MoyalSimplicity
```

```lean
#print axioms MoyalSimplicity.moyal_eq_sum
#print axioms MoyalSimplicity.moyal_simple
#print axioms MoyalSimplicity.moyal_hom_injective
#print axioms MoyalSimplicity.classical_not_simple
```

```
'MoyalSimplicity.moyal_eq_sum' depends on axioms: [propext, Classical.choice, Quot.sound]
'MoyalSimplicity.moyal_simple' depends on axioms: [propext, Classical.choice, Quot.sound]
'MoyalSimplicity.moyal_hom_injective' depends on axioms: [propext, Classical.choice, Quot.sound]
'MoyalSimplicity.classical_not_simple' depends on axioms: [propext, Classical.choice, Quot.sound]
```

## How the proof follows the derivation

`coeff_D` proves the coefficient formula by induction on polynomials built from monomials. `D_iterate_eq_zero` deduces that high derivatives vanish, and `moyal_eq_sum` that any larger cutoff gives the same product.

In `moyal_commutators`, the local statement `key` treats $q$ and $p$ together, as a degree-one polynomial `x` with constant derivatives `u` and `v`. Rewriting with `Finset.sum_range_succ'` separates orders zero and one from the rest, which vanishes, and `ring` subtracts the two products. `moyal_one` gives $g\star1=g$ by the same separation.

`one_mem_of_D_closed` carries out the descent by induction on a strict degree bound. Its case split asks whether some derivative is nonzero; if none is, `coeff_D` shows that `f` is constant.

`moyal_simple` combines `moyal_commutators`, `one_mem_of_D_closed` and `moyal_one`, using `smul_mem_iff` for the division by $\pm i\hbar$; this is where `hħ` enters. `moyal_hom_injective` applies it to the kernel, and `classical_not_simple` checks the ideal at $\hbar=0$, with `X 0` and `1` as the two witnesses.
